# With the noninteracting response fixed, the static RPA response −χ, as a positive quadratic form, never increases with the strength of a positive semidefinite interaction

## Response, interaction and sign

A weak static potential x shifts the electron density, and the electrons' interaction screens that shift. How does the screening change as the interaction is switched on?

In a finite real basis, let χ₀ be the static noninteracting density response and set P = −χ₀. Let V be the interaction matrix and s ≥ 0 the coupling strength, often written λ. The random phase approximation (RPA) gives the response

R(s) = (P⁻¹ + sV)⁻¹,

with the sign that makes it positive, R = −χ: the induced density is −R(s)x, and the second-order energy is −½ xᵀR(s)x.

P is assumed positive definite: every nonzero potential in the basis lowers the noninteracting energy at second order. At fixed particle number a constant potential induces no density, so the basis must exclude it. V is assumed positive semidefinite: no density has negative interaction energy.

## What is proved

For 0 ≤ s ≤ t, `screening_grows` states that R(s) − R(t) is positive semidefinite, so xᵀR(s)x ≥ xᵀR(t)x for every x. Single entries of R can still grow in size, as the off-diagonal one does in the two-function example below. `trace_antitoneOn` states that tr(V R(s)) never increases on s ≥ 0, and `trace_strictAntiOn` that it strictly decreases if V ≠ 0.

In Lean, R(s) is `response P V s`, the basis is indexed by a finite type `n`, and `PosDef` and `PosSemidef` include symmetry. The set `Set.Ici 0` is the half-line s ≥ 0. P does not depend on s, and there is no exchange-correlation kernel. Passing from these matrices to the response operator in a complete basis is a further step.

Up to a constant factor, the RPA correlation energy is the integral of tr(VR(s)) − tr(VP) over s from 0 to 1 and over imaginary frequency, with P taken at that frequency; the theorem concerns the coupling dependence for one finite real matrix P.

## Derivation

Write K(s) = P⁻¹ + sV. For x ≠ 0,

xᵀK(s)x = xᵀP⁻¹x + s xᵀVx > 0,

so K(s) and its inverse R(s) are positive definite. Since R(s)K(s) = 1 and K(t)R(t) = 1,

R(s) − R(t) = R(s)[K(t) − K(s)]R(t) = (t − s) R(s)VR(t).

Taking the first coupling to be 0, where R(0) = P, and calling the second s gives the Dyson equation R(s) = P − s PVR(s).

Exchanging s and t in the difference formula gives

R(s) = R(t) + (t − s) R(t)VR(s).

Inserting this on the right of the difference formula yields

R(s) − R(t) = R(t)[(t − s)V + (t − s)² VR(s)V]R(t).

With y = R(t)x,

xᵀ[R(s) − R(t)]x = (t − s) yᵀVy + (t − s)² (Vy)ᵀR(s)(Vy) ≥ 0.

For s < t this vanishes exactly when Vy = 0: the density induced at coupling t then produces no potential.

For the trace, the difference formula gives

tr(VR(s)) − tr(VR(t)) = (t − s) tr(AR(t)), where A = VR(s)V.

A is positive semidefinite. If V ≠ 0, some z has Vz ≠ 0, and zᵀAz = (Vz)ᵀR(s)(Vz) > 0, so A ≠ 0. With orthonormal eigenvectors uⱼ and eigenvalues aⱼ ≥ 0 of A,

tr(AR(t)) = Σⱼ aⱼ uⱼᵀR(t)uⱼ > 0,

because some aⱼ is positive. If V = 0, the trace is always 0.

## One and two basis functions

For one basis function with P = p > 0 and V = v ≥ 0,

R(s) = p/(1 + spv).

For two, take P = diag(1, 2) and let every entry of V be 1. Then, with rows separated by semicolons,

R(1) = [3/4, −1/2; −1/2, 1],

R(0) − R(1) = [1/4, 1/2; 1/2, 1].

The difference has determinant 0 and trace 5/4, so it is positive semidefinite but not definite. The potential x = (2, −1) gives R(1)x = (2, −2), which V annihilates. The trace tr(VR(s)) falls from 3 at s = 0 to 3/4 at s = 1.

## The Lean file

```lean
import Mathlib

open Matrix

namespace RPAScreening

variable {n : Type*} [Fintype n] [DecidableEq n] {P V : Matrix n n ℝ} {s t : ℝ}

/-- The static RPA response (with the sign that makes it positive) at coupling `s`, for the
noninteracting response `P` and the interaction `V`. Its domain is where `P` and `P⁻¹ + s V`
are invertible. -/
noncomputable def response (P V : Matrix n n ℝ) (s : ℝ) : Matrix n n ℝ :=
  (P⁻¹ + s • V)⁻¹

/-- For positive definite `P`, positive semidefinite `V` and `s ≥ 0`, the inverse response
`P⁻¹ + s V` is positive definite. -/
theorem inverse_response_posDef (hP : P.PosDef) (hV : V.PosSemidef) (hs : 0 ≤ s) :
    (P⁻¹ + s • V).PosDef :=
  hP.inv.add_posSemidef (hV.smul hs)

/-- For positive definite `P`, positive semidefinite `V` and `s ≥ 0`, the RPA response is
positive definite. -/
theorem response_posDef (hP : P.PosDef) (hV : V.PosSemidef) (hs : 0 ≤ s) :
    (response P V s).PosDef :=
  (inverse_response_posDef hP hV hs).inv

/-- The responses at two nonnegative couplings differ by `(t - s) R(s) V R(t)`, for positive
definite `P` and positive semidefinite `V`. -/
theorem response_sub (hP : P.PosDef) (hV : V.PosSemidef) (hs : 0 ≤ s) (ht : 0 ≤ t) :
    response P V s - response P V t
      = (t - s) • (response P V s * V * response P V t) := by
  have hA : response P V s * (P⁻¹ + s • V) = 1 :=
    Matrix.nonsing_inv_mul _ ((Matrix.isUnit_iff_isUnit_det _).mp
      (inverse_response_posDef hP hV hs).isUnit)
  have hB : (P⁻¹ + t • V) * response P V t = 1 :=
    Matrix.mul_nonsing_inv _ ((Matrix.isUnit_iff_isUnit_det _).mp
      (inverse_response_posDef hP hV ht).isUnit)
  have hK : (P⁻¹ + t • V) - (P⁻¹ + s • V) = (t - s) • V := by module
  calc response P V s - response P V t
      = response P V s * ((P⁻¹ + t • V) * response P V t)
        - (response P V s * (P⁻¹ + s • V)) * response P V t := by
        rw [hA, hB, mul_one, one_mul]
    _ = response P V s * ((P⁻¹ + t • V) - (P⁻¹ + s • V)) * response P V t := by
        rw [mul_sub, sub_mul, mul_assoc, mul_assoc]
    _ = (t - s) • (response P V s * V * response P V t) := by
        rw [hK, Matrix.mul_smul, Matrix.smul_mul]

/-- The Dyson equation of the RPA, `R(s) = P - s P V R(s)`, for positive definite `P`, positive
semidefinite `V` and `s ≥ 0`. -/
theorem dyson_equation (hP : P.PosDef) (hV : V.PosSemidef) (hs : 0 ≤ s) :
    response P V s = P - s • (P * V * response P V s) := by
  have h0 : response P V 0 = P := by
    rw [response, zero_smul, add_zero]
    exact Matrix.nonsing_inv_nonsing_inv _ ((Matrix.isUnit_iff_isUnit_det _).mp hP.isUnit)
  have h := response_sub hP hV le_rfl hs
  rw [h0, sub_zero] at h
  rw [← h, sub_sub_cancel]

/-- Screening grows with coupling: for positive definite `P`, positive semidefinite `V` and
`0 ≤ s ≤ t`, the difference `R(s) - R(t)` is positive semidefinite. -/
theorem screening_grows (hP : P.PosDef) (hV : V.PosSemidef) (hs : 0 ≤ s) (hst : s ≤ t) :
    (response P V s - response P V t).PosSemidef := by
  have ht := hs.trans hst
  have hR : response P V s
      = response P V t + (t - s) • (response P V t * V * response P V s) := by
    have h := response_sub hP hV ht hs
    rw [← neg_sub s t, neg_smul, ← h]
    abel
  -- Using the difference formula twice gives a manifestly symmetric form.
  have hsym : response P V s - response P V t = response P V t *
      ((t - s) • V + (t - s) ^ 2 • (V * response P V s * V)) * response P V t := by
    calc response P V s - response P V t
        = (t - s) • (response P V s * V * response P V t) := response_sub hP hV hs ht
      _ = (t - s) • ((response P V t + (t - s) • (response P V t * V * response P V s))
            * V * response P V t) := by rw [← hR]
      _ = _ := by
        simp only [mul_add, add_mul, Matrix.mul_smul, Matrix.smul_mul, smul_add, smul_smul,
          mul_assoc, pow_two]
  have hVRV := (response_posDef hP hV hs).posSemidef.conjTranspose_mul_mul_same V
  rw [hV.isHermitian.eq] at hVRV
  have h := ((hV.smul (sub_nonneg.mpr hst)).add
    (hVRV.smul (sq_nonneg (t - s)))).conjTranspose_mul_mul_same (response P V t)
  rw [(response_posDef hP hV ht).isHermitian.eq] at h
  rw [hsym]
  exact h

/-- For positive definite `P`, positive semidefinite `V` and `0 ≤ s < t`, the quadratic response
to a potential `x` is the same at both couplings exactly when the density `R(t) x` induces no
potential through `V`. -/
theorem unscreened_iff (hP : P.PosDef) (hV : V.PosSemidef) (hs : 0 ≤ s) (hst : s < t)
    (x : n → ℝ) :
    x ⬝ᵥ ((response P V s - response P V t) *ᵥ x) = 0
      ↔ V *ᵥ (response P V t *ᵥ x) = 0 := by
  have hM : (response P V s - response P V t) *ᵥ x
      = (t - s) • (response P V s *ᵥ (V *ᵥ (response P V t *ᵥ x))) := by
    rw [response_sub hP hV hs (hs.trans hst.le), Matrix.smul_mulVec, Matrix.mulVec_mulVec,
      Matrix.mulVec_mulVec]
  have h0 := (screening_grows hP hV hs hst.le).dotProduct_mulVec_zero_iff x
  rw [star_trivial] at h0
  rw [h0, hM, smul_eq_zero]
  constructor
  · rintro (h | h)
    · exact absurd h (sub_pos.mpr hst).ne'
    · exact Matrix.mulVec_injective_of_isUnit (response_posDef hP hV hs).isUnit
        (h.trans (Matrix.mulVec_zero _).symm)
  · intro h
    right
    rw [h, Matrix.mulVec_zero]

/-- The trace of a nonzero positive semidefinite matrix times a positive definite one is
positive. -/
theorem trace_mul_pos {A B : Matrix n n ℝ} (hA : A.PosSemidef) (hA0 : A ≠ 0)
    (hB : B.PosDef) : 0 < (A * B).trace := by
  -- The columns of `U` are orthonormal eigenvectors of `A`.
  let U : Matrix n n ℝ := Matrix.of fun i j => (hA.isHermitian.eigenvectorBasis j).ofLp i
  have hUU : Uᴴ * U = 1 := by
    ext i j
    have h := orthonormal_iff_ite.mp hA.isHermitian.eigenvectorBasis.orthonormal i j
    rw [PiLp.inner_apply] at h
    rw [Matrix.mul_apply, Matrix.one_apply, ← h]
    refine Finset.sum_congr rfl fun k _ => ?_
    simp [U, mul_comm]
  have hU : U * Uᴴ = 1 := mul_eq_one_comm.mp hUU
  have hAU : A * U = U * Matrix.diagonal hA.isHermitian.eigenvalues := by
    ext i j
    rw [Matrix.mul_diagonal]
    exact (congrFun (hA.isHermitian.mulVec_eigenvectorBasis j) i).trans (mul_comm _ _)
  have hdec : A = U * Matrix.diagonal hA.isHermitian.eigenvalues * Uᴴ := by
    rw [← hAU, mul_assoc, hU, mul_one]
  have hC : (Uᴴ * B * U).PosDef :=
    hB.conjTranspose_mul_mul_same
      (Matrix.mulVec_injective_of_isUnit ⟨⟨U, Uᴴ, hU, hUU⟩, rfl⟩)
  have htr : (A * B).trace
      = ∑ j, hA.isHermitian.eigenvalues j * (Uᴴ * B * U) j j := by
    calc (A * B).trace
        = (U * Matrix.diagonal hA.isHermitian.eigenvalues * Uᴴ * B).trace := by rw [← hdec]
      _ = (Matrix.diagonal hA.isHermitian.eigenvalues * (Uᴴ * B * U)).trace := by
          rw [mul_assoc, mul_assoc, Matrix.trace_mul_comm]
          simp only [mul_assoc]
      _ = _ := by simp only [Matrix.trace, Matrix.diag_apply, Matrix.diagonal_mul]
  obtain ⟨j, hj⟩ : ∃ j, hA.isHermitian.eigenvalues j ≠ 0 := by
    by_contra! h
    have hz : hA.isHermitian.eigenvalues = 0 := funext h
    exact hA0 (hdec.trans (by simp [hz]))
  rw [htr]
  exact Finset.sum_pos' (fun i _ => mul_nonneg (hA.eigenvalues_nonneg i) hC.diag_pos.le)
    ⟨j, Finset.mem_univ j,
      mul_pos (lt_of_le_of_ne (hA.eigenvalues_nonneg j) hj.symm) hC.diag_pos⟩

/-- For positive definite `P` and nonzero positive semidefinite `V`, the trace `tr (V R(s))`
decreases strictly with the coupling `s ≥ 0`. -/
theorem trace_strictAntiOn (hP : P.PosDef) (hV : V.PosSemidef) (hV0 : V ≠ 0) :
    StrictAntiOn (fun s => (V * response P V s).trace) (Set.Ici 0) := by
  intro s hs t ht hst
  have hRs := response_posDef hP hV hs
  have key : (V * response P V s).trace - (V * response P V t).trace
      = (t - s) * (V * response P V s * V * response P V t).trace := by
    rw [← Matrix.trace_sub, ← mul_sub, response_sub hP hV hs ht, Matrix.mul_smul,
      Matrix.trace_smul, smul_eq_mul]
    simp only [mul_assoc]
  have hVV := Matrix.posSemidef_conjTranspose_mul_self V
  have hVV0 : Vᴴ * V ≠ 0 := fun h => hV0 (Matrix.conjTranspose_mul_self_eq_zero.mp h)
  rw [hV.isHermitian.eq] at hVV hVV0
  -- `V R(s) V` cannot vanish, since its trace is that of `V² R(s)`.
  have hne : V * response P V s * V ≠ 0 := by
    intro h
    have hpos := trace_mul_pos hVV hVV0 hRs
    rw [Matrix.trace_mul_cycle, Matrix.trace_mul_cycle, h, Matrix.trace_zero] at hpos
    exact lt_irrefl _ hpos
  have hVRV := hRs.posSemidef.conjTranspose_mul_mul_same V
  rw [hV.isHermitian.eq] at hVRV
  have hpos := mul_pos (sub_pos.mpr hst)
    (trace_mul_pos hVRV hne (response_posDef hP hV ht))
  rw [← key] at hpos
  exact sub_pos.mp hpos

/-- For positive definite `P` and positive semidefinite `V`, the trace `tr (V R(s))` never
increases with the coupling `s ≥ 0`. -/
theorem trace_antitoneOn (hP : P.PosDef) (hV : V.PosSemidef) :
    AntitoneOn (fun s => (V * response P V s).trace) (Set.Ici 0) := by
  rcases eq_or_ne V 0 with rfl | hV0
  · intro s _ t _ _
    simp
  · exact (trace_strictAntiOn hP hV hV0).antitoneOn

end RPAScreening
```

```lean
#print axioms RPAScreening.response_posDef
#print axioms RPAScreening.dyson_equation
#print axioms RPAScreening.unscreened_iff
#print axioms RPAScreening.trace_antitoneOn
```

```
'RPAScreening.response_posDef' depends on axioms: [propext, Classical.choice, Quot.sound]
'RPAScreening.dyson_equation' depends on axioms: [propext, Classical.choice, Quot.sound]
'RPAScreening.unscreened_iff' depends on axioms: [propext, Classical.choice, Quot.sound]
'RPAScreening.trace_antitoneOn' depends on axioms: [propext, Classical.choice, Quot.sound]
```

## From the matrix identities to the Lean proof

`inverse_response_posDef` and `response_posDef` supply positivity and hence invertibility. `response_sub` inserts the two products equal to 1, and `dyson_equation` specialises it to zero coupling.

In `screening_grows`, `hR` is the exchanged formula and `hsym` the symmetric form; `conjTranspose_mul_mul_same` then says that congruence preserves positive semidefiniteness.

`unscreened_iff` differs slightly from the derivation above. For a positive semidefinite M, xᵀMx = 0 exactly when Mx = 0; the difference formula and the injectivity of R(s) then give VR(t)x = 0.

`trace_mul_pos` builds the eigenvector matrix `U` and reduces the trace to the weighted sum. `trace_strictAntiOn` applies it twice: first to V² and R(s), to show that VR(s)V ≠ 0, then to VR(s)V and R(t). `trace_antitoneOn` adds the case V = 0.
